# An unrecorded projective measurement turns a density matrix into one that repetition leaves unchanged

A density-matrix simulation of a quantum circuit can handle a mid-circuit measurement with unrecorded outcome by replacing the matrix $\rho$ with a sum of projected blocks and passing that sum to the next gate as a state. The problems below take this replacement rule as given and show, for ideal projective measurements in finite dimension, that the sum is again a density matrix and that repeating the measurement leaves it unchanged.

## States, projectors and the Lüders map

```lean
import Mathlib

open Matrix
open scoped ComplexOrder

namespace LudersMeasurement

noncomputable section

variable {n ι : Type*} [Fintype n] [Fintype ι]
```

The finite types `n` and `ι` label the basis states and the outcomes. A state is a complex matrix $\rho$ that is positive semidefinite, so that no probability is negative, and has trace 1, so that probabilities sum to one.

```lean
/-- A density matrix: positive semidefinite with unit trace. -/
def IsDensity (ρ : Matrix n n ℂ) : Prop :=
  ρ.PosSemidef ∧ Matrix.trace ρ = 1
```

If outcome $i$ has projector $P_i$ and probability $p_i=\mathrm{tr}(P_i\rho)>0$, the Lüders rule gives the state $P_i\rho P_i/p_i$ after that outcome. Averaging over unrecorded outcomes cancels the $p_i$ and leaves

$$L(\rho)=\sum_i P_i\,\rho\,P_i .$$

The file takes this map as a definition; it doesn't derive the rule or treat the individual outcomes.

```lean
/-- The Lüders map of a non-selective measurement, `ρ ↦ ∑ i, P i ρ P i`. -/
def luders (P : ι → Matrix n n ℂ) (ρ : Matrix n n ℂ) : Matrix n n ℂ :=
  ∑ i, P i * ρ * P i
```

The measurement itself is a family of Hermitian matrices. Orthogonality, $P_iP_j=0$ for $i\neq j$, says that outcomes exclude each other, and completeness, $\sum_i P_i=1$, says that some outcome always occurs. Projectors of any rank are allowed, so degenerate outcomes are included.

```lean
variable [DecidableEq n]

/-- A projective measurement: Hermitian, pairwise orthogonal matrices that sum to the identity. -/
structure IsProjectiveMeasurement (P : ι → Matrix n n ℂ) : Prop where
  hermitian : ∀ i, (P i).IsHermitian
  orthogonal : ∀ i j, i ≠ j → P i * P j = 0
  complete : ∑ i, P i = 1
```

## (a) Idempotency

Show that each $P_i$ is a projector:

$$P_iP_i=P_i .$$

**Solution.** Multiply the completeness relation by $P_i$ from the left. Orthogonality removes every term except $j=i$:

$$P_i=P_i\sum_j P_j=\sum_j P_iP_j=P_iP_i .$$

In Lean, `Finset.sum_eq_single` selects the surviving term.

```lean
variable {P : ι → Matrix n n ℂ}

/-- Every element of a projective measurement is idempotent. -/
theorem idempotent (hP : IsProjectiveMeasurement P) (i : ι) : P i * P i = P i := by
  -- multiply the completeness relation by `P i`
  calc P i * P i = ∑ j, P i * P j :=
        (Finset.sum_eq_single i (fun j _ hj => hP.orthogonal i j hj.symm)
          (fun h => absurd (Finset.mem_univ i) h)).symm
    _ = P i := by rw [← Matrix.mul_sum, hP.complete, Matrix.mul_one]
```

## (b) Projecting the measured state

Show that a projector applied to $L(\rho)$ from either side leaves one block:

$$P_jL(\rho)=P_j\rho P_j=L(\rho)P_j .$$

**Solution.** Orthogonality and part (a) give

$$P_jL(\rho)=\sum_i P_jP_i\,\rho\,P_i=P_jP_j\,\rho\,P_j=P_j\rho P_j,$$

$$L(\rho)P_j=\sum_i P_i\,\rho\,P_iP_j=P_j\,\rho\,P_jP_j=P_j\rho P_j .$$

The theorem states the two equalities as a conjunction, for an arbitrary matrix `ρ`, and its proof treats the two sides separately.

```lean
/-- Multiplying `luders P ρ` from the left or from the right by `P j` leaves the single block `P j ρ
P j`. -/
theorem luders_block (hP : IsProjectiveMeasurement P) (ρ : Matrix n n ℂ) (j : ι) :
    P j * luders P ρ = P j * ρ * P j ∧ luders P ρ * P j = P j * ρ * P j := by
  unfold luders
  constructor
  · rw [Matrix.mul_sum, Finset.sum_eq_single j]
    · rw [← Matrix.mul_assoc, ← Matrix.mul_assoc, idempotent hP]
    · intro i _ hi
      rw [← Matrix.mul_assoc, ← Matrix.mul_assoc, hP.orthogonal j i hi.symm,
        Matrix.zero_mul, Matrix.zero_mul]
    · intro h
      exact absurd (Finset.mem_univ j) h
  · rw [Matrix.sum_mul, Finset.sum_eq_single j]
    · rw [Matrix.mul_assoc (P j * ρ), idempotent hP]
    · intro i _ hi
      rw [Matrix.mul_assoc (P i * ρ), hP.orthogonal i j hi, Matrix.mul_zero]
    · intro h
      exact absurd (Finset.mem_univ j) h
```

## (c) Expectation values that survive

Let $A$ commute with every $P_i$. Show that

$$\mathrm{tr}(A\,L(\rho))=\mathrm{tr}(A\rho).$$

**Solution.** For each $i$, cyclicity of the trace, the commutation of $A$ with $P_i$ and part (a) give

$$\mathrm{tr}(AP_i\rho P_i)=\mathrm{tr}(P_iAP_i\rho)=\mathrm{tr}(AP_iP_i\rho)=\mathrm{tr}(AP_i\rho).$$

Summing over $i$ and using completeness yields $\mathrm{tr}(A\rho)$. For Hermitian $A$ this says that the measurement doesn't disturb the mean of a compatible observable; the theorem needs no Hermiticity. The step for a single $i$ is `key` in the code, and the last `calc` block performs the sum.

```lean
/-- The measurement leaves `tr (A ρ)` unchanged for every matrix `A` that commutes
with all the projectors. -/
theorem trace_mul_luders (hP : IsProjectiveMeasurement P) (A ρ : Matrix n n ℂ)
    (hA : ∀ i, A * P i = P i * A) :
    Matrix.trace (A * luders P ρ) = Matrix.trace (A * ρ) := by
  -- cyclicity and commutation with `A` bring the two projectors together
  have key : ∀ i, Matrix.trace (A * (P i * ρ * P i)) = Matrix.trace (A * P i * ρ) := by
    intro i
    calc Matrix.trace (A * (P i * ρ * P i))
        = Matrix.trace ((A * P i * ρ) * P i) := by simp only [Matrix.mul_assoc]
      _ = Matrix.trace (P i * (A * P i * ρ)) := Matrix.trace_mul_comm _ _
      _ = Matrix.trace ((P i * A) * P i * ρ) := by simp only [Matrix.mul_assoc]
      _ = Matrix.trace (A * (P i * P i) * ρ) := by
          rw [← hA i]
          simp only [Matrix.mul_assoc]
      _ = Matrix.trace (A * P i * ρ) := by rw [idempotent hP]
  calc Matrix.trace (A * luders P ρ) = ∑ i, Matrix.trace (A * P i * ρ) := by
        unfold luders
        rw [Matrix.mul_sum, Matrix.trace_sum]
        exact Finset.sum_congr rfl fun i _ => key i
    _ = Matrix.trace (A * ρ) := by
        rw [← Matrix.trace_sum, ← Matrix.sum_mul, ← Matrix.mul_sum, hP.complete,
          Matrix.mul_one]
```

## (d) States the measurement leaves alone

Show that the unchanged matrices are those that commute with all projectors:

$$L(\rho)=\rho\iff P_j\rho=\rho P_j\ \text{ for all } j .$$

**Solution.** By part (b), $P_jL(\rho)=L(\rho)P_j$. If $L(\rho)=\rho$, this is the commutation relation for $\rho$. Conversely, if $\rho$ commutes with every projector, then

$$L(\rho)=\sum_i P_i\rho P_i=\sum_i\rho P_iP_i=\rho\sum_i P_i=\rho .$$

The two bullets of the Lean proof are these two directions.

```lean
/-- A matrix is unchanged by the Lüders map exactly when it commutes with every projector. -/
theorem luders_eq_self_iff (hP : IsProjectiveMeasurement P) (ρ : Matrix n n ℂ) :
    luders P ρ = ρ ↔ ∀ j, P j * ρ = ρ * P j := by
  constructor
  · intro h j
    have hj := (luders_block hP ρ j).1.trans (luders_block hP ρ j).2.symm
    rwa [h] at hj
  · intro h
    calc luders P ρ = ∑ i, ρ * P i := by
          unfold luders
          refine Finset.sum_congr rfl fun i _ => ?_
          rw [h i, Matrix.mul_assoc, idempotent hP]
      _ = ρ := by rw [← Matrix.mul_sum, hP.complete, Matrix.mul_one]
```

## (e) The measured state

Let $\rho$ be a density matrix. Show that $L(\rho)$ is a density matrix too, and that

$$P_jL(\rho)=L(\rho)P_j\ \text{ for all } j,\qquad L(L(\rho))=L(\rho).$$

**Solution.** For any vector $v$, Hermiticity of $P_i$ gives

$$v^\dagger P_i\rho P_iv=(P_iv)^\dagger\rho\,(P_iv)\ge 0,$$

so each block, and hence the sum, is positive semidefinite. Part (c) with $A=1$ gives $\mathrm{tr}\,L(\rho)=\mathrm{tr}\,\rho=1$. Commutation follows from part (b), and part (d) applied to $L(\rho)$ then gives $L(L(\rho))=L(\rho)$.

In the code, `conjTranspose_mul_mul_same` supplies positivity of $P_i^\dagger\rho P_i$, and `hP.hermitian` turns $P_i^\dagger$ into $P_i$.

```lean
/-- The Lüders state of a density matrix is a density matrix, commutes with every projector,
and is unchanged when the measurement is repeated. -/
theorem luders_state (hP : IsProjectiveMeasurement P) {ρ : Matrix n n ℂ} (hρ : IsDensity ρ) :
    IsDensity (luders P ρ) ∧ (∀ j, P j * luders P ρ = luders P ρ * P j) ∧
      luders P (luders P ρ) = luders P ρ := by
  have hcomm : ∀ j, P j * luders P ρ = luders P ρ * P j := fun j =>
    (luders_block hP ρ j).1.trans (luders_block hP ρ j).2.symm
  refine ⟨⟨?_, ?_⟩, hcomm, (luders_eq_self_iff hP _).2 hcomm⟩
  · -- each block has the form `(P i)ᴴ * ρ * P i`
    unfold luders
    refine Matrix.posSemidef_sum _ fun i _ => ?_
    have h := hρ.1.conjTranspose_mul_mul_same (P i)
    rwa [(hP.hermitian i).eq] at h
  · -- the identity commutes with every projector
    have h := trace_mul_luders hP 1 ρ (fun i => by rw [Matrix.one_mul, Matrix.mul_one])
    rw [Matrix.one_mul, Matrix.one_mul] at h
    rw [h, hρ.2]
```

## (f) Splitting the purity

Show that

$$\mathrm{tr}\,\rho^2=\mathrm{tr}\,L(\rho)^2+\mathrm{tr}\,(\rho-L(\rho))^2 .$$

**Solution.** Write $\sigma=L(\rho)$. By part (b), $\sigma$ commutes with the projectors, so part (c) with $A=\sigma$ gives $\mathrm{tr}\,\sigma^2=\mathrm{tr}(\sigma\rho)$. Therefore

$$\mathrm{tr}(\rho-\sigma)^2=\mathrm{tr}\,\rho^2-2\,\mathrm{tr}(\sigma\rho)+\mathrm{tr}\,\sigma^2=\mathrm{tr}\,\rho^2-\mathrm{tr}\,\sigma^2 .$$

The Lean proof expands the square with `simp only` and combines the two trace identities with `linear_combination`.

```lean
/-- For every matrix `ρ`, `tr ρ²` is the sum of `tr L(ρ)²` and `tr (ρ - L(ρ))²`, where `L` is the
Lüders map of the projective measurement `P`. -/
theorem purity_split (hP : IsProjectiveMeasurement P) (ρ : Matrix n n ℂ) :
    Matrix.trace (ρ * ρ) = Matrix.trace (luders P ρ * luders P ρ) +
      Matrix.trace ((ρ - luders P ρ) * (ρ - luders P ρ)) := by
  have h := trace_mul_luders hP (luders P ρ) ρ fun j =>
    (luders_block hP ρ j).2.trans (luders_block hP ρ j).1.symm
  have hc := Matrix.trace_mul_comm ρ (luders P ρ)
  simp only [Matrix.sub_mul, Matrix.mul_sub, Matrix.trace_sub]
  linear_combination hc - 2 * h
```

## (g) Purity cannot rise

Deduce for a density matrix $\rho$ that

$$\mathrm{tr}\,L(\rho)^2\le\mathrm{tr}\,\rho^2 .$$

**Solution.** The difference $D=\rho-L(\rho)$ is Hermitian, so

$$\mathrm{tr}\,D^2=\mathrm{tr}\,D^\dagger D=\sum_{a,b}|D_{ab}|^2\ge 0,$$

and part (f) gives the inequality. Lean's trace is a complex number, so the theorem compares real parts; for Hermitian matrices these traces are real anyway.

```lean
/-- A non-selective projective measurement never increases the purity of a density matrix. -/
theorem purity_le (hP : IsProjectiveMeasurement P) {ρ : Matrix n n ℂ} (hρ : IsDensity ρ) :
    (Matrix.trace (luders P ρ * luders P ρ)).re ≤ (Matrix.trace (ρ * ρ)).re := by
  have hD : (ρ - luders P ρ).IsHermitian :=
    hρ.1.isHermitian.sub (luders_state hP hρ).1.1.isHermitian
  have h := (Matrix.posSemidef_conjTranspose_mul_self (ρ - luders P ρ)).trace_nonneg
  rw [hD.eq] at h
  have hre := (Complex.nonneg_iff.mp h).1
  rw [purity_split hP ρ, Complex.add_re]
  linarith
```

## (h) A qubit in an equal superposition

Measure the normalised state $(|0\rangle+|1\rangle)/\sqrt2$ in the standard basis. Check that the hypotheses are satisfied and that

$$L\begin{pmatrix}1/2&1/2\\1/2&1/2\end{pmatrix}=\begin{pmatrix}1/2&0\\0&1/2\end{pmatrix}.$$

**Solution.** The projectors $\mathrm{diag}(1,0)$ and $\mathrm{diag}(0,1)$ are Hermitian, have product zero and sum to 1. The state matrix has trace 1 and satisfies $\rho^\dagger\rho=\rho$, so it is positive semidefinite. The two blocks are $\mathrm{diag}(1/2,0)$ and $\mathrm{diag}(0,1/2)$, and their sum is the stated matrix. The purity falls from 1 to $1/2$.

Lean checks the matrix identities entry by entry, with `fin_cases` running through the indices.

```lean
/-- The two projectors onto the standard basis states of a qubit. -/
def qubitP : Fin 2 → Matrix (Fin 2) (Fin 2) ℂ :=
  ![!![1, 0; 0, 0], !![0, 0; 0, 1]]

/-- The qubit matrix with all four entries equal to `1/2`. -/
def plusState : Matrix (Fin 2) (Fin 2) ℂ :=
  !![1/2, 1/2; 1/2, 1/2]

/-- The standard basis projectors form a projective measurement, `plusState` is a density matrix,
and the Lüders map removes its off-diagonal entries. -/
theorem luders_witness :
    IsProjectiveMeasurement qubitP ∧ IsDensity plusState ∧
      luders qubitP plusState = !![1/2, 0; 0, 1/2] := by
  refine ⟨⟨?_, ?_, ?_⟩, ⟨?_, ?_⟩, ?_⟩
  · intro i
    unfold Matrix.IsHermitian
    ext a b
    fin_cases i <;> fin_cases a <;> fin_cases b <;> simp [qubitP]
  · intro i j hij
    fin_cases i <;> fin_cases j <;> first
      | exact absurd rfl hij
      | (ext a b
         fin_cases a <;> fin_cases b <;> simp [qubitP, Matrix.mul_apply, Fin.sum_univ_succ])
  · ext a b
    fin_cases a <;> fin_cases b <;> simp [qubitP, Fin.sum_univ_succ]
  · -- `plusState` is its own Gram matrix
    have h2 : (starRingEnd ℂ) 2 = 2 :=
      Complex.conj_eq_iff_real.mpr ⟨2, by norm_num⟩
    have h3 : ((starRingEnd ℂ) 2)⁻¹ * (1 / 2) + ((starRingEnd ℂ) 2)⁻¹ * (1 / 2)
        = (1 / 2 : ℂ) := by
      rw [h2]
      norm_num
    have h : plusStateᴴ * plusState = plusState := by
      ext a b
      fin_cases a <;> fin_cases b <;>
        simp [plusState, Matrix.mul_apply, Fin.sum_univ_succ] <;> norm_num <;> exact h3
    rw [← h]
    exact Matrix.posSemidef_conjTranspose_mul_self plusState
  · rw [Matrix.trace_fin_two]
    simp [plusState]
    try norm_num
  · ext a b
    fin_cases a <;> fin_cases b <;>
      simp [luders, qubitP, plusState, Fin.sum_univ_succ]

end

end LudersMeasurement
```

```lean
#print axioms LudersMeasurement.luders_state
#print axioms LudersMeasurement.purity_le
```

```
'LudersMeasurement.luders_state' depends on axioms: [propext, Classical.choice, Quot.sound]
'LudersMeasurement.purity_le' depends on axioms: [propext, Classical.choice, Quot.sound]
```

## Zeroing entries in code, and more general measurements

For a standard-basis measurement of one qubit in a register, a program needs no matrix products: it sets to zero every entry of $\rho$ whose row and column labels differ in that qubit's bit. Applying the routine twice doesn't test which entries it clears, because clearing any fixed set of entries a second time changes nothing. Comparing its output with $\sum_iP_i\rho P_i$ for a density matrix that has no zero entries does reveal a wrong set.

A wider model replaces the projectors by Kraus operators $K_i$ with $\sum_iK_i^\dagger K_i=1$ and the map by $\sum_iK_i\rho K_i^\dagger$. Positivity and trace survive, but a second application can change the state again, and the purity can rise, as when amplitude damping takes a maximally mixed qubit towards its ground state.
